# Finite Stone–von Neumann theorem: every q × q Weyl pair at a primitive q-th root of unity is similar to the clock and shift

To find the bands of one electron hopping on a square lattice with flux p/q per plaquette (in flux quanta, p and q coprime), one replaces the two hopping operators at fixed quasimomentum by a diagonal matrix of phases and a cyclic shift, each multiplied by a Bloch phase. For q × q matrices U and V with

U^q = V^q = 1, UV = wVU,

replacing U by the diagonal matrix and V by the shift is only a change of basis, provided that w is a primitive q-th root of unity: w^q = 1, and 1, w, …, w^(q−1) are distinct. Here w is the phase collected around a plaquette. That the lattice operators reduce to such matrices, once their Bloch phases are divided out, is physical input.

In Lean 4 with Mathlib:

```lean
import Mathlib

open Matrix

namespace FiniteStoneVonNeumann

noncomputable section
```

## Clock, shift and Weyl relations

Basis states carry labels 0, …, q−1, added modulo q; this is the index type `Fin q`.

```lean
/-- Operators on a `q`-level system, written as complex `q` by `q` matrices. -/
abbrev Op (q : ℕ) := Matrix (Fin q) (Fin q) ℂ
```

The clock C, often written Z, multiplies e_k by w^k.

```lean
/-- The clock matrix `diag(1, w, w², …)`. -/
def clock {q : ℕ} (w : ℂ) : Op q := Matrix.diagonal fun k => w ^ (k : ℕ)
```

The shift S, often written X, sends e_k to e_(k+1), so its entry (i, j) is 1 when i = j + 1 and 0 otherwise. `NeZero q` says that q ≥ 1.

```lean
/-- The cyclic shift `e_k ↦ e_(k+1)`, with the label `k` taken modulo `q`. -/
def shift (q : ℕ) [NeZero q] : Op q := Matrix.of fun i j => if i = j + 1 then 1 else 0
```

The relations on U and V form one hypothesis, which does not ask for unitarity. U^q = V^q = 1 says that q steps in either direction return every state, with no phase left over.

```lean
/-- The finite Weyl relations `U^q = V^q = 1` and `UV = w VU`. -/
structure IsWeylPair {q : ℕ} (w : ℂ) (U V : Op q) : Prop where
  U_pow : U ^ q = 1
  V_pow : V ^ q = 1
  comm : U * V = w • (V * U)
```

## V as a ladder operator

Suppose Uv = μv. If U V^k v = w^k μ V^k v, then

U V^(k+1) v = (UV) V^k v = w V U V^k v = w^(k+1) μ V^(k+1) v.

The case k = 0 is the assumption, and induction on k gives the rest.

```lean
variable {q : ℕ} {w : ℂ} {U V : Op q}

/-- If `UV = w VU`, then `V^k` takes a vector with `U v = μ v` to one on which `U` acts
as `w^k μ`. -/
theorem weyl_ladder (h : U * V = w • (V * U)) {v : Fin q → ℂ} {μ : ℂ}
    (hv : U *ᵥ v = μ • v) (k : ℕ) :
    U *ᵥ (V ^ k *ᵥ v) = (w ^ k * μ) • (V ^ k *ᵥ v) := by
  induction k with
  | zero => simp [hv]
  | succ k ih =>
    calc U *ᵥ (V ^ (k + 1) *ᵥ v) = (U * V) *ᵥ (V ^ k *ᵥ v) := by
          simp only [Matrix.mulVec_mulVec, pow_succ', mul_assoc]
      _ = w • (V *ᵥ (U *ᵥ (V ^ k *ᵥ v))) := by
          rw [h, Matrix.smul_mulVec, ← Matrix.mulVec_mulVec]
      _ = (w ^ (k + 1) * μ) • (V ^ (k + 1) *ᵥ v) := by
          rw [ih, Matrix.mulVec_smul, smul_smul, Matrix.mulVec_mulVec, ← pow_succ',
            pow_succ' w, mul_assoc]
```

A complex matrix has an eigenvector, so take v ≠ 0 with Uv = μv. Then v = U^q v = μ^q v, hence μ^q = 1 and μ = w^i for some 0 ≤ i < q. Put e = V^(q−i) v. By the ladder,

Ue = w^(q−i) w^i e = e,

and e ≠ 0 because V^i e = V^q v = v.

```lean
variable [NeZero q]

/-- For a Weyl pair with `w` a primitive `q`-th root of unity, `U` leaves some non-zero
vector fixed. -/
theorem exists_fixed_vector (hw : IsPrimitiveRoot w q) (h : IsWeylPair w U V) :
    ∃ e : Fin q → ℂ, e ≠ 0 ∧ U *ᵥ e = e := by
  have : Nonempty (Fin q) := ⟨0⟩
  obtain ⟨μ, hμ⟩ := Module.End.exists_eigenvalue (Matrix.toLin' U)
  obtain ⟨v, hv⟩ := hμ.exists_hasEigenvector
  have hUv : U *ᵥ v = μ • v := (Matrix.toLin'_apply U v).symm.trans hv.apply_eq_smul
  have hp : ∀ n : ℕ, U ^ n *ᵥ v = μ ^ n • v := by
    intro n
    induction n with
    | zero => simp
    | succ n ih =>
      rw [pow_succ, ← Matrix.mulVec_mulVec, hUv, Matrix.mulVec_smul, ih, smul_smul,
        ← pow_succ']
  -- the eigenvalue is a `q`-th root of unity, hence a power of `w`
  have e1 : μ ^ q • v = (1 : ℂ) • v := by
    rw [← hp, h.U_pow, Matrix.one_mulVec, one_smul]
  have hμq : μ ^ q = 1 := smul_left_injective ℂ hv.2 e1
  obtain ⟨i, hi, rfl⟩ := hw.eq_pow_of_pow_eq_one hμq
  -- climb the ladder until the eigenvalue is `w^q = 1`
  refine ⟨V ^ (q - i) *ᵥ v, fun h0 => hv.2 ?_, ?_⟩
  · calc v = V ^ i *ᵥ (V ^ (q - i) *ᵥ v) := by
          rw [Matrix.mulVec_mulVec, ← pow_add, Nat.add_sub_cancel' hi.le, h.V_pow,
            Matrix.one_mulVec]
      _ = 0 := by rw [h0, Matrix.mulVec_zero]
  · rw [weyl_ladder h.comm hUv, ← pow_add, Nat.sub_add_cancel hi.le, hw.pow_eq_one, one_smul]
```

## The change of basis

The top label q−1 is followed by 0: the successor of k is (k + 1) mod q.

```lean
/-- The label `k + 1` of the cyclic shift is the ordinary successor reduced modulo `q`. -/
theorem val_next (k : Fin q) : ((k + 1 : Fin q) : ℕ) = ((k : ℕ) + 1) % q := by
  have h1 : ((1 : Fin q) : ℕ) = 1 % q := rfl
  rw [Fin.val_add, h1, Nat.add_mod_mod]
```

For any matrix A, the shift moves columns or rows:

(AS)_(i,k) = A_(i,k+1), (SA)_(i+1,k) = A_(i,k).

```lean
/-- Multiplying by the shift on the right moves the columns of a matrix by one place, and
multiplying on the left moves its rows. -/
theorem shift_action (A : Op q) (i k : Fin q) :
    (A * shift q) i k = A i (k + 1) ∧ (shift q * A) (i + 1) k = A i k := by
  constructor <;> simp [shift, Matrix.mul_apply]
```

The vectors V^k e, for k = 0, …, q−1, are non-zero, since V^(q−k) brings each back to e. They have the distinct U-eigenvalues w^k, so they are linearly independent and form the columns of an invertible matrix P. Column by column,

UP = PC, VP = PS,

where the last column of the second equation uses V^q e = e. Multiplying by P⁻¹ gives

P⁻¹UP = C, P⁻¹VP = S.

The theorem states that one P does both. Its type `(Op q)ˣ` consists of matrices with a two-sided inverse. In the proof, `hlin` is the independence, and `hUM` and `hVM` are the two column equations.

```lean
/-- **Finite Stone-von Neumann theorem.** For `w` a primitive `q`-th root of unity, one
invertible matrix conjugates a Weyl pair `U`, `V` to the clock and the cyclic shift. -/
theorem stone_von_neumann (hw : IsPrimitiveRoot w q) (h : IsWeylPair w U V) :
    ∃ P : (Op q)ˣ, (↑P⁻¹ : Op q) * U * (P : Op q) = clock w ∧
      (↑P⁻¹ : Op q) * V * (P : Op q) = shift q := by
  obtain ⟨e, he, hUe⟩ := exists_fixed_vector hw h
  have heig : ∀ k : ℕ, U *ᵥ (V ^ k *ᵥ e) = w ^ k • (V ^ k *ᵥ e) := fun k => by
    have := weyl_ladder h.comm (μ := 1) (by rw [hUe, one_smul]) k
    rwa [mul_one] at this
  have hne : ∀ k : Fin q, V ^ (k : ℕ) *ᵥ e ≠ 0 := fun k h0 => he <| by
    calc e = V ^ (q - k) *ᵥ (V ^ (k : ℕ) *ᵥ e) := by
          rw [Matrix.mulVec_mulVec, ← pow_add, Nat.sub_add_cancel k.2.le, h.V_pow,
            Matrix.one_mulVec]
      _ = 0 := by rw [h0, Matrix.mulVec_zero]
  -- distinct eigenvalues make the ladder states a basis
  have hlin : LinearIndependent ℂ (fun k : Fin q => V ^ (k : ℕ) *ᵥ e) :=
    Module.End.eigenvectors_linearIndependent' (Matrix.toLin' U) (fun k : Fin q => w ^ (k : ℕ))
      (fun i j hij => Fin.ext (hw.pow_inj i.2 j.2 hij)) _
      (fun k => ⟨Module.End.mem_eigenspace_iff.mpr
        ((Matrix.toLin'_apply U _).trans (heig k)), hne k⟩)
  let M : Op q := Matrix.of fun i k => (V ^ (k : ℕ) *ᵥ e) i
  have hM : IsUnit M := Matrix.linearIndependent_cols_iff_isUnit.mp hlin
  have hUM : U * M = M * clock w := by
    ext i k
    simp only [clock, Matrix.mul_diagonal]
    exact (congrFun (heig k) i).trans (mul_comm _ _)
  have hVM : V * M = M * shift q := by
    ext i k
    rw [(shift_action M i k).1]
    change (V *ᵥ (V ^ (k : ℕ) *ᵥ e)) i = (V ^ ((k + 1 : Fin q) : ℕ) *ᵥ e) i
    rw [val_next, ← pow_eq_pow_mod _ h.V_pow, Matrix.mulVec_mulVec, ← pow_succ']
  obtain ⟨P, hP⟩ := hM
  rw [← hP] at hUM hVM
  exact ⟨P, by rw [mul_assoc, hUM, Units.inv_mul_cancel_left],
    by rw [mul_assoc, hVM, Units.inv_mul_cancel_left]⟩
```

## Uniqueness up to a factor

Let A commute with C and S. Comparing entries of AC = CA gives

(w^j − w^i) A_(i,j) = 0,

so A is diagonal. From AS = SA,

A_(k+1,k+1) = (AS)_(k+1,k) = (SA)_(k+1,k) = A_(k,k),

so the diagonal is constant and A is a multiple of the identity. The code takes the diagonal first, as `hd`.

```lean
/-- Schur's lemma for clock and shift: for `w` a primitive `q`-th root of unity, a matrix
that commutes with both is a multiple of the identity. -/
theorem commutant_scalar (hw : IsPrimitiveRoot w q) {A : Op q}
    (hC : A * clock w = clock w * A) (hS : A * shift q = shift q * A) :
    A = A 0 0 • (1 : Op q) := by
  -- the shift makes the diagonal constant
  have hd : ∀ n (hn : n < q), A ⟨n, hn⟩ ⟨n, hn⟩ = A 0 0 := by
    intro n
    induction n with
    | zero => intro hn; rfl
    | succ n ih =>
      intro hn
      have hk : (⟨n + 1, hn⟩ : Fin q) = ⟨n, by omega⟩ + 1 :=
        Fin.ext (by rw [val_next, Nat.mod_eq_of_lt hn])
      rw [hk, ← (shift_action A _ _).1, hS, (shift_action A _ _).2]
      exact ih _
  ext i j
  by_cases hij : i = j
  · subst hij
    rw [Matrix.smul_apply, Matrix.one_apply_eq, smul_eq_mul, mul_one]
    exact hd i i.2
  · -- the clock removes the off-diagonal entries
    have h1 := congrFun (congrFun hC i) j
    simp only [clock, Matrix.mul_diagonal, Matrix.diagonal_mul] at h1
    have h2 : (w ^ (j : ℕ) - w ^ (i : ℕ)) * A i j = 0 := by linear_combination h1
    have h3 : A i j = 0 := (mul_eq_zero.mp h2).resolve_left fun h0 =>
      hij (Fin.ext (hw.pow_inj i.2 j.2 (sub_eq_zero.mp h0).symm))
    rw [h3, Matrix.smul_apply, Matrix.one_apply_ne hij, smul_zero]
```

If P and Q both bring U to C and V to S, set A = P⁻¹Q. Then

AC = P⁻¹Q Q⁻¹UQ = P⁻¹UQ = P⁻¹UP P⁻¹Q = CA,

and likewise AS = SA; `key` treats both cases at once. Hence Q = cP, with c ≠ 0 because Q is invertible.

```lean
/-- For `w` a primitive `q`-th root of unity, two invertible matrices that both conjugate
`U` to the clock and `V` to the shift differ by a non-zero factor. -/
theorem conjugation_unique (hw : IsPrimitiveRoot w q) (P Q : (Op q)ˣ)
    (hPU : (↑P⁻¹ : Op q) * U * (P : Op q) = clock w)
    (hPV : (↑P⁻¹ : Op q) * V * (P : Op q) = shift q)
    (hQU : (↑Q⁻¹ : Op q) * U * (Q : Op q) = clock w)
    (hQV : (↑Q⁻¹ : Op q) * V * (Q : Op q) = shift q) :
    ∃ c : ℂ, c ≠ 0 ∧ (Q : Op q) = c • (P : Op q) := by
  have key : ∀ X D : Op q, (↑P⁻¹ : Op q) * X * (P : Op q) = D →
      (↑Q⁻¹ : Op q) * X * (Q : Op q) = D →
      ((↑P⁻¹ : Op q) * (Q : Op q)) * D = D * ((↑P⁻¹ : Op q) * (Q : Op q)) := by
    intro X D h1 h2
    calc _ = ((↑P⁻¹ : Op q) * (Q : Op q)) * ((↑Q⁻¹ : Op q) * X * (Q : Op q)) := by rw [h2]
      _ = ((↑P⁻¹ : Op q) * X * (P : Op q)) * ((↑P⁻¹ : Op q) * (Q : Op q)) := by
          simp only [mul_assoc, Units.mul_inv_cancel_left]
      _ = _ := by rw [h1]
  have hA := commutant_scalar hw (key U _ hPU hQU) (key V _ hPV hQV)
  set c := ((↑P⁻¹ : Op q) * (Q : Op q)) 0 0
  have hQ : (Q : Op q) = c • (P : Op q) := by
    rw [← Units.mul_inv_cancel_left P (Q : Op q), hA, Matrix.mul_smul, mul_one]
  refine ⟨c, fun h0 => ?_, hQ⟩
  have h1 := Q.inv_mul
  rw [hQ, h0, zero_smul, mul_zero] at h1
  simpa using congrFun (congrFun h1 0) 0
```

## The Pauli matrices as the case q = 2

With w = −1, U = σx and V = σy,

σx² = σy² = 1, σxσy = iσz = −σyσx.

The clock is then σz and the shift is σx, so a single change of basis turns σx into σz and σy into σx.

```lean
/-- The Pauli matrices `σx` and `σy` are a Weyl pair for `q = 2` and the primitive square
root of unity `w = -1`. -/
theorem isWeylPair_witness : IsPrimitiveRoot (-1 : ℂ) 2 ∧
    IsWeylPair (-1) (!![0, 1; 1, 0] : Op 2) !![0, -Complex.I; Complex.I, 0] := by
  refine ⟨IsPrimitiveRoot.neg_one 0 (by norm_num), ?_, ?_, ?_⟩
  · rw [pow_two]
    ext i j
    fin_cases i <;> fin_cases j <;> simp [Matrix.mul_apply, Fin.sum_univ_succ]
  · rw [pow_two]
    ext i j
    fin_cases i <;> fin_cases j <;> simp [Matrix.mul_apply, Fin.sum_univ_succ]
  · ext i j
    fin_cases i <;> fin_cases j <;> simp [Matrix.mul_apply, Fin.sum_univ_succ]

end

end FiniteStoneVonNeumann
```

```lean
#print axioms FiniteStoneVonNeumann.stone_von_neumann
-- 'FiniteStoneVonNeumann.stone_von_neumann' depends on axioms: [propext, Classical.choice, Quot.sound]
#print axioms FiniteStoneVonNeumann.conjugation_unique
-- 'FiniteStoneVonNeumann.conjugation_unique' depends on axioms: [propext, Classical.choice, Quot.sound]
```

## Unitary pairs

When U and V are unitary, the same ladder gives a unitary P. The vectors V^k e are orthogonal, as eigenvectors of a unitary matrix with distinct eigenvalues, and they all have the norm of e, which can be set to 1. This refinement rests on the prose argument alone.
